# The Hubbard interaction on a ring as a momentum-conserving sum

Electrons hop around a ring of N sites with an amplitude that depends only on the displacement, and two electrons of opposite spin on the same site repel each other with energy U. Such hopping is diagonal in momentum, whereas the repulsion is diagonal in position. To treat both in the momentum basis, one needs the repulsion in terms of momentum-space operators.

Let a_x and b_x be the annihilation operators for spin up and spin down at site x, and let † denote the adjoint. Sites and momentum labels are integers modulo N. Define

a_k = N^(−1/2) Σ_x exp(−2πi kx/N) a_x,

and b_k likewise; the letters k, l, p, q label momenta, and x, y sites. The claim is

Σ_x a_x† a_x b_x† b_x = (1/N) Σ_(k,p,q) a_(k+q)† a_k b_(p−q)† b_p.

Multiplying both sides by U gives the Hubbard repulsion. Each term transfers momentum q from one species to the other, with the total conserved modulo N. For a finite single-band ring, this form can be used to describe scattering between Bloch states, or to write the Hamiltonian in blocks of fixed total momentum.

## From site densities to momentum transfer

Write w(k, x) = exp(2πi kx/N). Changing k or x by a multiple of N changes nothing. Products of waves add their exponents, and the complex conjugate of w(k, x) is w(−k, x).

Put z = exp(2πi(x−y)/N). If x = y, then Σ_k w(k, x−y) = N. Otherwise z ≠ 1 and z^N = 1, so the geometric sum is (z^N − 1)/(z − 1) = 0. This is orthogonality.

Taking the adjoint of a_k conjugates its phases, hence

a_k† a_l = (1/N) Σ_y Σ_x w(k, x) w(−l, y) a_x† a_y.

Replace k by k+q and l by k, multiply by w(−k, d) for a fixed distance d, and sum over k:

Σ_k w(−k, d) a_(k+q)† a_k
= (1/N) Σ_y Σ_x w(q, x) [Σ_k w(k, x−y−d)] a_x† a_y
= Σ_y w(q, y+d) a_(y+d)† a_y.

Orthogonality has kept only x = y+d. For d = 0 this gives the density at momentum transfer q:

ρ_a(q) = Σ_k a_(k+q)† a_k = Σ_x w(q, x) a_x† a_x.

Now take any pair potential V(x−y), with Fourier sum V̂(q) = Σ_r V(r) w(−q, r). Inserting the densities,

(1/N) Σ_q V̂(q) ρ_a(q) ρ_b(−q)
= Σ_x Σ_y [(1/N) Σ_r V(r) Σ_q w(q, x−y−r)] a_x† a_x b_y† b_y
= Σ_x Σ_y V(x−y) a_x† a_x b_y† b_y,

since only r = x−y survives. For the contact potential, V(0) = 1 and V(r) = 0 otherwise, so V̂(q) = 1 for every q. The double sum over sites collapses to x = y. Writing out ρ_a(q) = Σ_k a_(k+q)† a_k and ρ_b(−q) = Σ_p b_(p−q)† b_p gives the claim.

The operators were never reordered, so no commutation or anticommutation relation was used. On a single site, N = 1, the only momentum is zero, the transform does nothing, and both sides are a_0† a_0 b_0† b_0.

## The algebra and its conjugation rule

In Lean 4 with Mathlib:

```lean
import Mathlib

open Finset

namespace HubbardMomentumSpace

noncomputable section

variable {N : ℕ} [NeZero N]
variable {A : Type*} [Ring A] [StarRing A] [Algebra ℂ A] [StarModule ℂ A]
```

`ZMod N` is the ring of sites and also the set of momentum labels, which fixes periodic boundary conditions; `NeZero N` excludes N = 0, for which `ZMod N` would be the infinite set of all integers. The operators live in `A`, a complex algebra with an adjoint `star`. Fermion operators on a finite Fock space are one instance.

`StarModule ℂ A` says that the adjoint conjugates scalars: (c a)† = c̄ a†. Without it the formula can fail. Take `A` to be ℂ with the identity map as `star`, N = 3, and a_x = b_x = 1 at x = 1 and 0 elsewhere. The left side is 1. With ω = exp(2πi/3), a_k = b_k = ω^(−k)/√3, and the right side is (1/27) Σ_(k,p,q) ω^(−2k−2p) = 0.

## Waves, modes and densities

```lean
/-- The plane wave `exp(2πi k x / N)` on a ring of `N` sites. -/
def wave (k x : ZMod N) : ℂ :=
  Complex.exp (2 * Real.pi * Complex.I * (k.val * x.val) / N)

/-- The momentum-space operator `a_k = N^(-1/2) ∑_x exp(-2πi k x / N) a_x`. -/
def mode (a : ZMod N → A) (k : ZMod N) : A :=
  ((Real.sqrt N : ℝ) : ℂ)⁻¹ •
    ∑ x, Complex.exp (-(2 * Real.pi * Complex.I * (k.val * x.val) / N)) • a x

/-- The density operator at momentum transfer `q`, `∑_k a_(k+q)† a_k`. -/
def densityMode (a : ZMod N → A) (q : ZMod N) : A :=
  ∑ k, star (mode a (k + q)) * mode a k

/-- The Fourier sum `∑_r V(r) exp(-2πi q r / N)` of a pair potential. -/
def potentialMode (V : ZMod N → ℂ) (q : ZMod N) : ℂ :=
  ∑ r, V r * wave (-q) r
```

These are w(k, x), a_k, ρ_a(q) and V̂(q). The function `val` picks the representative between 0 and N−1. The modes carry the factor N^(−1/2), while `densityMode` and `potentialMode` are plain sums.

## Orthogonality on the ring

```lean
/-- The plane wave is the standard additive character of the ring, taken at `k x`. -/
theorem wave_eq (k x : ZMod N) : wave k x = ZMod.stdAddChar (k * x) := by
  have h2 : (((k.val * x.val : ℕ) : ℤ) : ZMod N) = k * x := by simp
  have h := ZMod.stdAddChar_coe (N := N) ((k.val * x.val : ℕ) : ℤ)
  rw [h2] at h
  rw [h, wave]
  congr 1
  push_cast
  ring
```

An additive character turns sums into products. Identifying the wave with Mathlib's standard character supplies the exponent rules and independence of the chosen representatives.

```lean
/-- Orthogonality of plane waves: summed over all momenta, `exp(2πi k (x - y) / N)` gives
`N` when the sites coincide and zero otherwise. -/
theorem wave_orthogonality (x y : ZMod N) :
    ∑ k, wave k (x - y) = if x = y then (N : ℂ) else 0 := by
  have h := AddChar.sum_mulShift (x - y) (ZMod.isPrimitive_stdAddChar N)
  simp only [wave_eq]
  rw [h]
  by_cases hxy : x = y
  · simp [hxy, ZMod.card]
  · simp [hxy, sub_eq_zero]
```

Mathlib's character sum replaces the geometric series here.

## Bilinears in the modes

```lean
/-- The product `a_k† a_l` of momentum-space operators as a double sum over sites. -/
theorem star_mode_mul_mode (a : ZMod N → A) (k l : ZMod N) :
    star (mode a k) * mode a l =
      (N : ℂ)⁻¹ • ∑ y, ∑ x, (wave k x * wave (-l) y) • (star (a x) * a y) := by
  have hm : ∀ k, mode a k = ((Real.sqrt N : ℝ) : ℂ)⁻¹ • ∑ x, wave (-k) x • a x := by
    intro k
    unfold mode
    congr 1
    refine sum_congr rfl fun x _ => ?_
    congr 1
    rw [Complex.exp_neg, wave_eq, neg_mul, AddChar.map_neg_eq_inv, ← wave_eq, wave]
  have hw : ∀ x, star (wave (-k) x) = wave k x := by
    intro x
    rw [Complex.star_def, wave_eq, wave_eq, ← AddChar.map_neg_eq_conj, neg_mul, neg_neg]
  have hc : star (((Real.sqrt N : ℝ) : ℂ)⁻¹) = ((Real.sqrt N : ℝ) : ℂ)⁻¹ := by
    rw [Complex.star_def, map_inv₀, Complex.conj_ofReal]
  -- the two normalisation factors combine to `1 / N`
  have hcc : ((Real.sqrt N : ℝ) : ℂ)⁻¹ * ((Real.sqrt N : ℝ) : ℂ)⁻¹ = (N : ℂ)⁻¹ := by
    rw [← mul_inv, ← Complex.ofReal_mul, Real.mul_self_sqrt (Nat.cast_nonneg N),
      Complex.ofReal_natCast]
  rw [hm k, hm l, star_smul, star_sum, hc, smul_mul_smul_comm, hcc]
  congr 1
  rw [Finset.sum_mul_sum]
  simp only [star_smul, hw, smul_mul_smul_comm]
  exact Finset.sum_comm
```

Inside the proof, `hm` rewrites the modes with `wave`, `hw` conjugates the phases, and `hcc` combines the two normalisation factors into 1/N.

```lean
/-- A phase-weighted sum of `a_(k+q)† a_k` over momenta equals a sum over sites of hops
by the distance `d`, modulated by the plane wave of momentum `q`. -/
theorem sum_mode_bilinear (a : ZMod N → A) (q d : ZMod N) :
    ∑ k, wave (-k) d • (star (mode a (k + q)) * mode a k) =
      ∑ y, wave q (y + d) • (star (a (y + d)) * a y) := by
  have hN : (N : ℂ) ≠ 0 := Nat.cast_ne_zero.mpr (NeZero.ne N)
  -- the momentum sum selects the pairs of sites at distance `d`
  have h : ∀ y x : ZMod N,
      ∑ k, (N : ℂ)⁻¹ * (wave (-k) d * (wave (k + q) x * wave (-k) y)) =
        if x = y + d then wave q x else 0 := by
    intro y x
    have e : ∀ k : ZMod N, (N : ℂ)⁻¹ * (wave (-k) d * (wave (k + q) x * wave (-k) y)) =
        (N : ℂ)⁻¹ * wave q x * wave k (x - (y + d)) := by
      intro k
      have e' : wave (-k) d * (wave (k + q) x * wave (-k) y) =
          wave q x * wave k (x - (y + d)) := by
        simp only [wave_eq, ← AddChar.map_add_eq_mul]
        congr 1
        ring
      rw [e', mul_assoc]
    rw [Finset.sum_congr rfl fun k _ => e k, ← Finset.mul_sum, wave_orthogonality]
    split_ifs
    · field_simp
    · simp
  calc _ = ∑ k, ∑ y, ∑ x, ((N : ℂ)⁻¹ * (wave (-k) d * (wave (k + q) x * wave (-k) y))) •
        (star (a x) * a y) := by
        refine sum_congr rfl fun k _ => ?_
        rw [star_mode_mul_mode]
        simp only [Finset.smul_sum, smul_smul]
        refine sum_congr rfl fun y _ => sum_congr rfl fun x _ => ?_
        congr 1
        ring
    _ = ∑ y, ∑ x, (∑ k, (N : ℂ)⁻¹ * (wave (-k) d * (wave (k + q) x * wave (-k) y))) •
        (star (a x) * a y) := by
        simp only [Finset.sum_smul]
        exact Finset.sum_comm.trans (sum_congr rfl fun y _ => Finset.sum_comm)
    _ = _ := by
        simp only [h, ite_smul, zero_smul, Finset.sum_ite_eq', Finset.mem_univ, if_true]
```

This is the identity with both q and d. The inner statement `h` evaluates the momentum sum by orthogonality; the `calc` block expands the product, moves the sum over k inside, and keeps x = y+d.

```lean
/-- The density operator at momentum transfer `q` is the Fourier sum of the site densities. -/
theorem densityMode_eq (a : ZMod N → A) (q : ZMod N) :
    densityMode a q = ∑ x, wave q x • (star (a x) * a x) := by
  simpa [wave_eq, densityMode] using sum_mode_bilinear a q 0

/-- Hopping by `d` sites around the ring is diagonal in momentum space, with the
coefficient `exp(-2πi k d / N)` in front of `a_k† a_k`. -/
theorem hopping_momentum_space (a : ZMod N → A) (d : ZMod N) :
    ∑ x, star (a (x + d)) * a x = ∑ k, wave (-k) d • (star (mode a k) * mode a k) := by
  simpa [wave_eq] using (sum_mode_bilinear a 0 d).symm
```

These are the cases d = 0 and q = 0. The second shows that hopping over any distance, with the same amplitude from every site, is diagonal in momentum.

## Pair potentials and the contact case

```lean
/-- A density-density interaction with pair potential `V(x - y)` equals `1/N` times the sum
over momentum transfers `q` of the Fourier sum of `V` times the density operators at
`q` and `-q`. -/
theorem interaction_momentum_space (V : ZMod N → ℂ) (a b : ZMod N → A) :
    ∑ x, ∑ y, V (x - y) • ((star (a x) * a x) * (star (b y) * b y)) =
      (N : ℂ)⁻¹ • ∑ q, potentialMode V q • (densityMode a q * densityMode b (-q)) := by
  have hN : (N : ℂ) ≠ 0 := Nat.cast_ne_zero.mpr (NeZero.ne N)
  -- Fourier inversion of the potential
  have hV : ∀ x y : ZMod N,
      ∑ q, (N : ℂ)⁻¹ * (potentialMode V q * (wave q x * wave (-q) y)) = V (x - y) := by
    intro x y
    calc _ = ∑ q, ∑ r, (N : ℂ)⁻¹ * V r * wave q (x - y - r) := by
          refine sum_congr rfl fun q _ => ?_
          rw [potentialMode, Finset.sum_mul, Finset.mul_sum]
          refine sum_congr rfl fun r _ => ?_
          have e : wave (-q) r * (wave q x * wave (-q) y) = wave q (x - y - r) := by
            simp only [wave_eq, ← AddChar.map_add_eq_mul]
            congr 1
            ring
          rw [← e]
          ring
      _ = ∑ r, (N : ℂ)⁻¹ * V r * (if x - y = r then (N : ℂ) else 0) := by
          rw [Finset.sum_comm]
          refine sum_congr rfl fun r _ => ?_
          rw [← Finset.mul_sum, wave_orthogonality]
      _ = V (x - y) := by
          simp only [mul_ite, mul_zero, Finset.sum_ite_eq, Finset.mem_univ, if_true]
          field_simp
  simp only [← hV, densityMode_eq, Finset.sum_mul_sum, smul_mul_smul_comm,
    Finset.smul_sum, smul_smul, Finset.sum_smul]
  exact (Finset.sum_comm.trans (sum_congr rfl fun x _ => Finset.sum_comm)).symm
```

The statement `hV` is the Fourier inversion in the square brackets above; the last lines insert it and exchange finite sums. `V` may be any complex function on the ring. The site sum runs over all ordered pairs, including x = y, which matters if `a` and `b` are the same species.

```lean
/-- The Hubbard interaction in momentum space: the on-site product of the two densities,
summed over the ring, is `(1/N) ∑_(k,p,q) a_(k+q)† a_k b_(p-q)† b_p`. -/
theorem hubbard_momentum_space (a b : ZMod N → A) :
    ∑ x, star (a x) * a x * star (b x) * b x =
      (N : ℂ)⁻¹ • ∑ k, ∑ p, ∑ q,
        star (mode a (k + q)) * mode a k * star (mode b (p - q)) * mode b p := by
  -- a contact potential has the same strength at every momentum transfer
  have hV : ∀ q : ZMod N, potentialMode (fun r => if r = 0 then 1 else 0) q = 1 := by
    intro q
    simp [potentialMode, wave_eq]
  have h := interaction_momentum_space (fun r => if r = 0 then 1 else 0) a b
  simp only [hV, sub_eq_zero, ite_smul, one_smul, zero_smul, Finset.sum_ite_eq,
    Finset.mem_univ, if_true] at h
  calc _ = ∑ x, (star (a x) * a x) * (star (b x) * b x) := by simp only [mul_assoc]
    _ = _ := h
    _ = (N : ℂ)⁻¹ • ∑ q, ∑ k, ∑ p,
        star (mode a (k + q)) * mode a k * star (mode b (p - q)) * mode b p := by
        simp only [densityMode, Finset.sum_mul_sum, ← sub_eq_add_neg, mul_assoc]
    _ = _ := congrArg _
        (Finset.sum_comm.trans (sum_congr rfl fun k _ => Finset.sum_comm))

end

end HubbardMomentumSpace
```

Here `hV` states that the contact potential has Fourier sum 1. The `calc` steps regroup products, apply the previous theorem, expand the densities and reorder the sums. The theorem is an operator identity for two species, each with one orbital per site, on a finite periodic ring; it says nothing about the spectrum or the limit of large N.

```lean
#print axioms HubbardMomentumSpace.hopping_momentum_space
#print axioms HubbardMomentumSpace.hubbard_momentum_space
```

```
'HubbardMomentumSpace.hopping_momentum_space' depends on axioms: [propext, Classical.choice, Quot.sound]
'HubbardMomentumSpace.hubbard_momentum_space' depends on axioms: [propext, Classical.choice, Quot.sound]
```
